# Chemical-potential window of the singly filled phase in a three-phase insertion model

A host of fixed composition has three phases, holding 0, 1 or 2 inserted atoms, with energies 0, -1 and 0 in arbitrary units. At chemical potential `μ` of the inserted element, each phase is assigned its energy minus `μ` times its number of inserted atoms. The theorem `insertion_window` says that no mixture of the three phases lies below the singly filled one in this quantity exactly when `μ` is in the closed interval from -1 to 1. The attempt computes the changes in inserted atoms and in energy when the singly filled phase is replaced by nonnegative amounts `w` of the phases, namely `w 2 - w 0` and `w 0 + w 2`. Replacement by the empty or the doubly filled phase alone then gives the two bounds, and `nlinarith` is to show that they suffice.

The failing Lean file:

```lean
import Mathlib

open Finset

namespace InsertionWindow

variable {ι V : Type*} [Fintype ι] [AddCommGroup V] [Module ℝ V]

/-- Phase `k` lies on the hull: no mixture of phases with the composition of `k` has a lower
energy than `k`. -/
def OnHull (x : ι → V) (E : ι → ℝ) (k : ι) : Prop :=
  ∀ w : ι → ℝ, (∀ i, 0 ≤ w i) → ∑ i, w i = 1 → ∑ i, w i • x i = x k →
    E k ≤ ∑ i, w i * E i

/-- The chemical potentials `μ` of the open element at which phase `k` lies on the hull of the
projected points `(x i, E i - μ * z i)`. -/
def window (x : ι → V) (z E : ι → ℝ) (k : ι) : Set ℝ :=
  {μ | OnHull x (fun i => E i - μ * z i) k}

/-- Nonnegative amounts `w` of the phases that have the same overall composition as an equal
total amount of phase `k`. -/
def IsExchange (x : ι → V) (k : ι) (w : ι → ℝ) : Prop :=
  (∀ i, 0 ≤ w i) ∧ ∑ i, w i • (x i - x k) = 0

/-- The change of an extensive quantity `f` when phase `k` is replaced by the amounts `w`. -/
def excess (f : ι → ℝ) (k : ι) (w : ι → ℝ) : ℝ := ∑ i, w i * (f i - f k)

/-- A phase lies on the hull exactly when no exchange lowers the energy. -/
theorem onHull_iff (x : ι → V) (E : ι → ℝ) (k : ι) :
    OnHull x E k ↔ ∀ w, IsExchange x k w → 0 ≤ excess E k w := by
  have hE : ∀ w : ι → ℝ, excess E k w = ∑ i, w i * E i - (∑ i, w i) * E k := fun w => by
    simp only [excess, mul_sub, sum_sub_distrib, sum_mul]
  have hX : ∀ w : ι → ℝ, ∑ i, w i • (x i - x k) = ∑ i, w i • x i - (∑ i, w i) • x k :=
    fun w => by simp only [smul_sub, sum_sub_distrib, sum_smul]
  constructor
  · rintro h w ⟨hw, hx⟩
    rw [hX, sub_eq_zero] at hx
    rcases (sum_nonneg fun i _ => hw i : 0 ≤ ∑ i, w i).eq_or_lt with h0 | hs
    · have hz := (sum_eq_zero_iff_of_nonneg fun i _ => hw i).1 h0.symm
      exact (sum_eq_zero fun i hi => by rw [hz i hi, zero_mul]).ge
    · -- normalise the amounts to mole fractions
      have h1 := h (fun i => (∑ j, w j)⁻¹ * w i)
        (fun i => mul_nonneg (inv_nonneg.2 hs.le) (hw i))
        (by rw [← mul_sum, inv_mul_cancel₀ hs.ne'])
        (by simp only [mul_smul, ← smul_sum]
            rw [hx, smul_smul, inv_mul_cancel₀ hs.ne', one_smul])
      simp only [mul_assoc, ← mul_sum] at h1
      have h2 := mul_le_mul_of_nonneg_left h1 hs.le
      rw [← mul_assoc, mul_inv_cancel₀ hs.ne', one_mul] at h2
      rw [hE]
      linarith
  · intro h w hw h1 hx
    have h2 := h w ⟨hw, by rw [hX, hx, h1, one_smul, sub_self]⟩
    rw [hE, h1] at h2
    linarith

/-- A chemical potential is in the window exactly when, in every exchange, the energy changes by
at least `μ` times the change in the open element. -/
theorem mem_window_iff (x : ι → V) (z E : ι → ℝ) (k : ι) (μ : ℝ) :
    μ ∈ window x z E k ↔ ∀ w, IsExchange x k w → μ * excess z k w ≤ excess E k w := by
  have h : ∀ w, excess (fun i => E i - μ * z i) k w = excess E k w - μ * excess z k w := by
    intro w
    simp only [excess, mul_sum, ← sum_sub_distrib]
    exact sum_congr rfl fun i _ => by ring
  simp only [window, Set.mem_ofPred_eq, onHull_iff, h, sub_nonneg]

/-- A host of fixed composition with 0, 1 or 2 inserted atoms and energies 0, -1, 0: the singly
filled phase lies on the projected hull exactly for chemical potentials from -1 to 1. -/
theorem insertion_window :
    window (fun _ : Fin 3 => (0 : ℝ)) ![0, 1, 2] ![0, -1, 0] 1 = Set.Icc (-1) 1 := by
  have hZ : ∀ w : Fin 3 → ℝ, excess ![0, 1, 2] 1 w = w 2 - w 0 := by
    intro w
    norm_num [excess, Fin.sum_univ_three] <;> ring
  have hE : ∀ w : Fin 3 → ℝ, excess ![0, -1, 0] 1 w = w 0 + w 2 := by
    intro w
    norm_num [excess, Fin.sum_univ_three] <;> ring
  ext μ
  simp only [mem_window_iff, hZ, hE, Set.mem_Icc]
  constructor
  · intro h
    have h1 := h ![1, 0, 0] ⟨fun i => by fin_cases i <;> simp, by simp⟩
    have h2 := h ![0, 0, 1] ⟨fun i => by fin_cases i <;> simp, by simp⟩
    simp at h1 h2
    constructor <;> linarith
  · rintro ⟨h1, h2⟩ w ⟨hw, -⟩
    nlinarith [mul_nonneg (hw 0) (by linarith : 0 ≤ 1 + μ),
      mul_nonneg (hw 2) (by linarith : 0 ≤ 1 - μ)]

end InsertionWindow
```

Messages:

```
Try this:
  [apply] ring_nf
  
  The `ring` tactic failed to close the goal. Use `ring_nf` to obtain a normal form.
    
  Note that `ring` works primarily in *commutative* rings. If you have a noncommutative ring, abelian group or module, consider using `noncomm_ring`, `abel` or `module` instead.
Main.lean:71:66: error: unsolved goals
w : Fin 3 → ℝ
⊢ -w 0 - w 2 + w 2 * ![0, 1, 2] 2 = -w 0 + w 2
Try this:
  [apply] ring_nf
  
  The `ring` tactic failed to close the goal. Use `ring_nf` to obtain a normal form.
    
  Note that `ring` works primarily in *commutative* rings. If you have a noncommutative ring, abelian group or module, consider using `noncomm_ring`, `abel` or `module` instead.
Main.lean:74:67: error: unsolved goals
hZ : ∀ (w : Fin 3 → ℝ), excess ![0, 1, 2] 1 w = w 2 - w 0
w : Fin 3 → ℝ
⊢ w 2 + w 2 * ![0, -1, 0] 2 = w 2
```

Diagnosis. Both errors are in the auxiliary identities `hZ` and `hE`, and have the same cause. After `norm_num` has expanded the sum, the vector entry at index 2 is still unevaluated: the remaining goals contain `![0, 1, 2] 2` and `![0, -1, 0] 2`. These entries are 2 and 0, and with those values both goals would hold by algebra. But `ring` does not look up vector entries; it treats each as an unknown quantity, so it cannot close the goals. The "Try this: `ring_nf`" suggestion would not help, since it only normalises the same expression.

In the repair, `rw` unfolds `excess` and writes out the three-term sum. Then `change` restates the left-hand side with every vector entry replaced by its number, which Lean accepts because the two forms are equal by definition. What remains is an identity in `w 0`, `w 1` and `w 2` with numerical coefficients, and `ring` proves it.

The change, after which it compiles:

```diff
@@ -71,8 +71,12 @@
   have hZ : ∀ w : Fin 3 → ℝ, excess ![0, 1, 2] 1 w = w 2 - w 0 := by
     intro w
-    norm_num [excess, Fin.sum_univ_three] <;> ring
+    rw [excess, Fin.sum_univ_three]
+    change w 0 * (0 - 1) + w 1 * (1 - 1) + w 2 * (2 - 1) = _
+    ring
   have hE : ∀ w : Fin 3 → ℝ, excess ![0, -1, 0] 1 w = w 0 + w 2 := by
     intro w
-    norm_num [excess, Fin.sum_univ_three] <;> ring
+    rw [excess, Fin.sum_univ_three]
+    change w 0 * (0 - -1) + w 1 * (-1 - -1) + w 2 * (0 - -1) = _
+    ring
   ext μ
   simp only [mem_window_iff, hZ, hE, Set.mem_Icc]
```
